# The −εq Projector Term in the Ultrasoft Strain Derivative

Suppose the strain derivative of an ultrasoft pseudopotential energy is computed by differentiating the energy expression with the orbital coefficients held fixed. The result generally disagrees with a finite difference of total energies obtained with relaxed orbitals in a basis of fixed size. Strain moves the projectors, the overlap matrix changes with them, and orbitals with frozen coefficients cease to be orthonormal. The missing contribution can be written without the orbital response, provided that the orbitals are stationary under the orthonormality constraint.

## Eliminating the orbital response

Let \(x\) be one strain parameter, and let \(c_i(x)\) be the real coefficient vector of orbital \(i\) in a finite orthonormal basis. These vectors are the columns of \(C\). The matrix \(b(x)\) holds the overlaps of basis functions with projectors, and \(q\) is the symmetric, strain-independent matrix of augmentation charges. The overlap matrix is

\[
S(x)=1+b(x)\,q\,b(x)^T .
\]

A prime denotes \(d/dx\). The energy \(E(C,x)\) is differentiable, the orbitals satisfy \(c_i\cdot S c_j=\delta_{ij}\) along a differentiable path, and the gradient of \(E\) with respect to \(C\) is \(2SC\Lambda\), with \(\Lambda\) a symmetric matrix of Lagrange multipliers. The claim is

\[
\frac{dE}{dx}=\partial_xE-2\sum_{ij}\Lambda_{ij}\,(b'^Tc_i)\cdot q(b^Tc_j).
\]

To derive it, write the constraint in terms of projections:

\[
c_i\cdot Sc_j=c_i\cdot c_j+(b^Tc_i)\cdot q(b^Tc_j)=\delta_{ij}.
\]

Each projection changes for two reasons, \((b^Tc_j)'=b'^Tc_j+b^Tc_j'\). Differentiating the constraint and collecting the terms that contain \(c_i'\) or \(c_j'\) into overlaps gives

\[
c_i'\cdot Sc_j+c_i\cdot Sc_j'+(b'^Tc_i)\cdot q(b^Tc_j)+(b^Tc_i)\cdot q(b'^Tc_j)=0.
\]

Define

\[
P_{ij}=(b'^Tc_i)\cdot q(b^Tc_j),\qquad F_{ij}=c_i'\cdot Sc_j+P_{ij}.
\]

Since \(q\) and \(S\) are symmetric, the differentiated constraint reads \(F_{ij}+F_{ji}=0\). Exchanging the summation indices and using \(\Lambda_{ij}=\Lambda_{ji}\) then gives

\[
\sum_{ij}\Lambda_{ij}F_{ij}=\sum_{ij}\Lambda_{ij}F_{ji}=-\sum_{ij}\Lambda_{ij}F_{ij},
\]

so the sum is zero. The chain rule and the stationarity condition finish the derivation:

\[
\frac{dE}{dx}=\partial_xE+2\sum_{ij}\Lambda_{ij}\,c_i'\cdot Sc_j
=\partial_xE-2\sum_{ij}\Lambda_{ij}P_{ij}.
\]

If \(\Lambda\) is diagonal with entries \(\varepsilon_i\), only \(F_{ii}=0\) is needed. This follows from normalisation alone, and the correction becomes \(-2\sum_i\varepsilon_iP_{ii}\).

The factor \(-\varepsilon_iq\) in this correction combines with a similar term in \(\partial_xE\). For singly occupied orbitals, a nonlocal energy \(\sum_i(b^Tc_i)\cdot D(b^Tc_i)\) with fixed symmetric \(D\) contributes \(2\sum_i(b'^Tc_i)\cdot D(b^Tc_i)\) to the explicit derivative. Together the two terms contain \(D-\varepsilon_iq\). With fixed occupations \(f_i\), the nonlocal energy of orbital \(i\) carries the factor \(f_i\) and the multiplier is \(f_i\) times the orbital eigenvalue \(e_i\), so the combination becomes \(f_i(D-e_iq)\).

## One orbital at \(x=\ln 2\)

Take one basis function, one projector and one orbital, with \(b=\sinh x\), \(q=1\) and \(E=xC^2\). Then \(S=\cosh^2x\), and the normalised orbital is \(c=1/\cosh x\). Stationarity, \(2xc=2Sc\Lambda\), gives \(\Lambda=x/\cosh^2x\).

At \(x=\ln2\), \(\cosh x=5/4\) and \(\sinh x=3/4\), so \(c=0.8\) and \(\Lambda=0.64\ln2\approx0.4436\). The explicit derivative is \(c^2=0.64\), and the projector factor is \((b'c)(bc)=1\cdot0.6=0.6\). The formula gives

\[
\frac{dE}{dx}\approx0.64-2(0.4436)(0.6)\approx0.108.
\]

Direct differentiation of \(x/\cosh^2x\) gives the same value. The fixed-coefficient derivative alone is almost six times the correct value.

## Overlaps and projections in Lean

The finite types `n`, `m` and `p` label basis functions, orbitals and projectors respectively.

```lean
import Mathlib

open Matrix

namespace UltrasoftStress

noncomputable section

variable {n m p : Type*} [Fintype n] [DecidableEq n] [Fintype m] [DecidableEq m] [Fintype p]
```

The identity in the overlap matrix expresses the convention that the basis is orthonormal at every strain.

```lean
/-- The ultrasoft overlap matrix `S = 1 + b q bᵀ`, with projector matrix `b` and
augmentation charges `q`. -/
def overlap (q : Matrix p p ℝ) (b : Matrix n p ℝ) : Matrix n n ℝ := 1 + b * q * bᵀ
```

The next lemma splits an overlap into a plain scalar product and an augmentation term. Its proof distributes the matrix sum and moves `b` across the dot product as a transpose.

```lean
/-- The overlap of two orbitals is the plain scalar product plus the augmentation term
between their projections. -/
theorem overlap_form (q : Matrix p p ℝ) (b : Matrix n p ℝ) (u v : n → ℝ) :
    u ⬝ᵥ (overlap q b *ᵥ v) = u ⬝ᵥ v + (bᵀ *ᵥ u) ⬝ᵥ (q *ᵥ (bᵀ *ᵥ v)) := by
  unfold overlap
  rw [Matrix.add_mulVec, Matrix.one_mulVec, dotProduct_add, ← Matrix.mulVec_mulVec,
    ← Matrix.mulVec_mulVec, Matrix.dotProduct_mulVec u b, ← Matrix.mulVec_transpose]
```

Symmetry of `q` allows the two projected vectors to be exchanged.

```lean
/-- Symmetric augmentation charges give a symmetric bilinear form. -/
theorem form_symm {q : Matrix p p ℝ} (hq : q.IsSymm) (u v : p → ℝ) :
    u ⬝ᵥ (q *ᵥ v) = v ⬝ᵥ (q *ᵥ u) := by
  rw [Matrix.dotProduct_mulVec, ← Matrix.mulVec_transpose, hq.eq, dotProduct_comm]
```

## Differentiating the constraint

The product rule for a dot product is the scalar product rule applied to each component and summed.

```lean
/-- The product rule for the scalar product of two moving vectors. -/
theorem hasDerivAt_dot {ι : Type*} [Fintype ι] {u v : ℝ → ι → ℝ} {u' v' : ι → ℝ} {x : ℝ}
    (hu : ∀ i, HasDerivAt (fun t => u t i) (u' i) x)
    (hv : ∀ i, HasDerivAt (fun t => v t i) (v' i) x) :
    HasDerivAt (fun t => u t ⬝ᵥ v t) (u' ⬝ᵥ v x + u x ⬝ᵥ v') x := by
  simp only [dotProduct, ← Finset.sum_add_distrib]
  exact HasDerivAt.fun_sum fun i _ => (hu i).fun_mul (hv i)
```

In `constraint_response`, `u` and `v` are two moving orbitals whose overlap has a constant value `k`. The local result `proj` differentiates a projection, including both the projector and the orbital motion, and `hqv` applies the fixed matrix `q` to it. The product rule then yields a derivative of the full overlap. Uniqueness of derivatives equates this with the derivative of a constant, zero, and the remaining steps regroup the terms into the four-term balance derived above.

```lean
/-- If the overlap of two moving orbitals stays constant under strain, the orbital
responses and the projector responses balance. -/
theorem constraint_response (q : Matrix p p ℝ) {b : ℝ → Matrix n p ℝ} {b' : Matrix n p ℝ}
    {u v : ℝ → n → ℝ} {u' v' : n → ℝ} {x k : ℝ}
    (hb : ∀ i a, HasDerivAt (fun t => b t i a) (b' i a) x)
    (hu : ∀ i, HasDerivAt (fun t => u t i) (u' i) x)
    (hv : ∀ i, HasDerivAt (fun t => v t i) (v' i) x)
    (hS : ∀ t, u t ⬝ᵥ (overlap q (b t) *ᵥ v t) = k) :
    u' ⬝ᵥ (overlap q (b x) *ᵥ v x) + u x ⬝ᵥ (overlap q (b x) *ᵥ v')
      + (b'ᵀ *ᵥ u x) ⬝ᵥ (q *ᵥ ((b x)ᵀ *ᵥ v x))
      + ((b x)ᵀ *ᵥ u x) ⬝ᵥ (q *ᵥ (b'ᵀ *ᵥ v x)) = 0 := by
  -- projections move because both projectors and orbitals move
  have proj : ∀ {w : ℝ → n → ℝ} {w' : n → ℝ},
      (∀ i, HasDerivAt (fun t => w t i) (w' i) x) →
      ∀ a, HasDerivAt (fun t => ((b t)ᵀ *ᵥ w t) a)
        ((b'ᵀ *ᵥ w x + (b x)ᵀ *ᵥ w') a) x := by
    intro w w' hw a
    exact hasDerivAt_dot (u := fun t i => b t i a) (u' := fun i => b' i a)
      (fun i => hb i a) hw
  have hqv : ∀ a, HasDerivAt (fun t => (q *ᵥ ((b t)ᵀ *ᵥ v t)) a)
      ((q *ᵥ (b'ᵀ *ᵥ v x + (b x)ᵀ *ᵥ v')) a) x := by
    intro a
    exact HasDerivAt.fun_sum fun k _ => (proj hv k).const_mul (q a k)
  have h := (hasDerivAt_dot hu hv).fun_add (hasDerivAt_dot (proj hu) hqv)
  simp only [← overlap_form, hS] at h
  -- the derivative of a constant vanishes
  have h0 := h.unique (hasDerivAt_const x k)
  simp only [Matrix.mulVec_add, dotProduct_add, add_dotProduct] at h0
  rw [overlap_form, overlap_form]
  linarith
```

The overlap form is symmetric because both parts of its split are.

```lean
/-- For symmetric augmentation charges `q`, the overlap matrix is symmetric as a bilinear form on
orbitals. -/
theorem overlap_symm {q : Matrix p p ℝ} (hq : q.IsSymm) (b : Matrix n p ℝ) (u v : n → ℝ) :
    u ⬝ᵥ (overlap q b *ᵥ v) = v ⬝ᵥ (overlap q b *ᵥ u) := by
  rw [overlap_form q b u v, overlap_form q b v u, dotProduct_comm u v,
    form_symm hq (bᵀ *ᵥ u) (bᵀ *ᵥ v)]
```

## The strain derivative with a full multiplier matrix

In `stress_formula`, `c t i` is the coefficient vector of orbital `i` at strain `t`, and `c'` is the orbital response at `x`. The continuous linear map `L` is the total derivative of `E` at `(c x, x)`. Thus `L (0, 1)` is \(\partial_xE\), while `L (d, 0)` is the first-order energy change under an orbital variation `d`.

The hypothesis `hS` is orthonormality at every strain, and `hgrad` is the condition that the gradient equals \(2SC\Lambda\). Stationarity and differentiability of the orbital path are assumed; they are not derived from a minimisation. The energy need not be quadratic in the orbitals. The conclusion states that the energy along the path has the claimed derivative at `x`.

The proof defines the array `F` as above. `hF` establishes its antisymmetry, and `hneg` shows that its contraction with `Λ` equals its own negative. The chain rule gives `L (c', 1)`, which linearity splits into `L (c', 0) + L (0, 1)`. Substituting `hgrad` and eliminating the response with `hneg` leaves the projector term.

```lean
/-- Ultrasoft stress formula: for symmetric `q` and orthonormal orbitals, stationary with a
symmetric multiplier matrix `Λ`, the total strain derivative of the energy is the explicit one, `L
(0, 1)`, minus twice the sum of the projector terms weighted by `Λ`. -/
theorem stress_formula {E : (m → n → ℝ) × ℝ → ℝ} {L : ((m → n → ℝ) × ℝ) →L[ℝ] ℝ}
    {q : Matrix p p ℝ} {b : ℝ → Matrix n p ℝ} {b' : Matrix n p ℝ}
    {c : ℝ → m → n → ℝ} {c' : m → n → ℝ} {Λ : Matrix m m ℝ} {x : ℝ}
    (hq : q.IsSymm) (hΛ : Λ.IsSymm) (hE : HasFDerivAt E L (c x, x))
    (hb : ∀ i a, HasDerivAt (fun t => b t i a) (b' i a) x) (hc : HasDerivAt c c' x)
    (hS : ∀ t i j, c t i ⬝ᵥ (overlap q (b t) *ᵥ c t j) = (1 : Matrix m m ℝ) i j)
    (hgrad : ∀ d, L (d, 0) =
      2 * ∑ i, ∑ j, Λ i j * (d i ⬝ᵥ (overlap q (b x) *ᵥ c x j))) :
    HasDerivAt (fun t => E (c t, t))
      (L (0, 1) - 2 * ∑ i, ∑ j, Λ i j *
        ((b'ᵀ *ᵥ c x i) ⬝ᵥ (q *ᵥ ((b x)ᵀ *ᵥ c x j)))) x := by
  have hci := fun i => hasDerivAt_pi.1 (hasDerivAt_pi.1 hc i)
  let F : m → m → ℝ := fun i j => c' i ⬝ᵥ (overlap q (b x) *ᵥ c x j)
    + (b'ᵀ *ᵥ c x i) ⬝ᵥ (q *ᵥ ((b x)ᵀ *ᵥ c x j))
  -- orthonormality makes F antisymmetric
  have hF : ∀ i j, F i j + F j i = 0 := by
    intro i j
    have h := constraint_response q hb (hci i) (hci j) (fun t => hS t i j)
    rw [overlap_symm hq (b x) (c x i) (c' j),
      form_symm hq ((b x)ᵀ *ᵥ c x i) (b'ᵀ *ᵥ c x j)] at h
    simp only [F]
    linarith
  -- contraction with the symmetric multipliers vanishes
  have hneg : ∑ i, ∑ j, Λ i j * F i j = ∑ i, ∑ j, -(Λ i j * F i j) := by
    rw [Finset.sum_comm]
    refine Finset.sum_congr rfl fun i _ => Finset.sum_congr rfl fun j _ => ?_
    rw [hΛ.apply i j]
    linear_combination Λ i j * hF i j
  simp only [F, mul_add, Finset.sum_add_distrib, Finset.sum_neg_distrib, neg_add] at hneg
  have hpath : HasDerivAt (fun t => (c t, t)) (c', (1 : ℝ)) x :=
    hc.prodMk (hasDerivAt_id' x)
  have h : HasDerivAt (fun t => E (c t, t)) (L (c', 1)) x := by
    refine HasFDerivAt.comp_hasDerivAt x ?_ hpath
    exact hE
  refine HasDerivAt.congr_deriv h ?_
  have hsplit : L (c', 1) = L (c', 0) + L (0, 1) := by
    rw [← map_add]; simp
  rw [hsplit, hgrad]
  linarith
```

The projector term is the overlap contribution to ultrasoft and PAW-type stresses in a model with real coefficients, a finite orthonormal basis and fixed augmentation charges. Conversion to a stress component still requires a volume factor and a sign convention.

A different model would take a general differentiable symmetric matrix \(S(x)\) as its starting point. The same argument would then lead to the correction \(-\sum_{ij}\Lambda_{ij}\,c_i\cdot S'c_j\), which accommodates strain-dependent augmentation charges or a nonorthogonal basis. The explicit factor 2 disappears because \(S'\) already contains both ways of differentiating the projector product; the price is that the projector structure is no longer visible.

## Diagonal multipliers

The diagonal theorem writes the multipliers as `ε : m → ℝ`. It still assumes a symmetric `q` and stationary orbitals, but it replaces full orthonormality by normalisation of each orbital. Its proof shares the chain-rule step with the general theorem. It then applies `constraint_response` to each orbital paired with itself: by symmetry the four terms are two equal pairs, so \(c_i'\cdot Sc_i=-P_{ii}\). Multiplication by \(2\varepsilon_i\) and summation give `hsum`, the value of `L (c', 0)`.

```lean
omit [DecidableEq m] in
/-- With diagonal multipliers `ε`, normalisation of each orbital suffices, and the projector
term is a single sum over orbitals weighted by `ε`. -/
theorem stress_formula_diagonal {E : (m → n → ℝ) × ℝ → ℝ}
    {L : ((m → n → ℝ) × ℝ) →L[ℝ] ℝ}
    {q : Matrix p p ℝ} {b : ℝ → Matrix n p ℝ} {b' : Matrix n p ℝ}
    {c : ℝ → m → n → ℝ} {c' : m → n → ℝ} {ε : m → ℝ} {x : ℝ}
    (hq : q.IsSymm) (hE : HasFDerivAt E L (c x, x))
    (hb : ∀ i a, HasDerivAt (fun t => b t i a) (b' i a) x) (hc : HasDerivAt c c' x)
    (hS : ∀ t i, c t i ⬝ᵥ (overlap q (b t) *ᵥ c t i) = 1)
    (hgrad : ∀ d, L (d, 0) = ∑ i, 2 * ε i * (d i ⬝ᵥ (overlap q (b x) *ᵥ c x i))) :
    HasDerivAt (fun t => E (c t, t))
      (L (0, 1) - 2 * ∑ i, ε i *
        ((b'ᵀ *ᵥ c x i) ⬝ᵥ (q *ᵥ ((b x)ᵀ *ᵥ c x i)))) x := by
  have hci := fun i => hasDerivAt_pi.1 (hasDerivAt_pi.1 hc i)
  have hpath : HasDerivAt (fun t => (c t, t)) (c', (1 : ℝ)) x :=
    hc.prodMk (hasDerivAt_id' x)
  have h : HasDerivAt (fun t => E (c t, t)) (L (c', 1)) x := by
    refine HasFDerivAt.comp_hasDerivAt x ?_ hpath
    exact hE
  refine HasDerivAt.congr_deriv h ?_
  have hsplit : L (c', 1) = L (c', 0) + L (0, 1) := by
    rw [← map_add]; simp
  -- each norm constraint fixes the response along its own orbital
  have hsum : L (c', 0) = -(2 * ∑ i, ε i *
      ((b'ᵀ *ᵥ c x i) ⬝ᵥ (q *ᵥ ((b x)ᵀ *ᵥ c x i)))) := by
    rw [hgrad, Finset.mul_sum, ← Finset.sum_neg_distrib]
    refine Finset.sum_congr rfl fun i _ => ?_
    have h := constraint_response q hb (hci i) (hci i) (fun t => hS t i)
    rw [overlap_symm hq (b x) (c x i) (c' i),
      form_symm hq ((b x)ᵀ *ᵥ c x i) (b'ᵀ *ᵥ c x i)] at h
    linear_combination ε i * h
  rw [hsplit, hsum]
  ring
```

## The hyperbolic model in Lean

The numerical instance belongs to a family defined for every real strain. Its projector matrix has one entry.

```lean
/-- A single projector of strength `sinh t` on a single basis function. -/
def toyB (t : ℝ) : Matrix (Fin 1) (Fin 1) ℝ := fun _ _ => Real.sinh t
```

The orbital coefficient keeps the norm equal to one as the projector changes.

```lean
/-- A single orbital with coefficient `1 / cosh t`. -/
def toyC (t : ℝ) : Fin 1 → Fin 1 → ℝ := fun _ _ => (Real.cosh t)⁻¹
```

The total derivative is built from two linear maps. The first reads off the orbital coefficient.

```lean
/-- The linear map reading off the single orbital coefficient. -/
def toyCoef : ((Fin 1 → Fin 1 → ℝ) × ℝ) →L[ℝ] ℝ :=
  (ContinuousLinearMap.proj (R := ℝ) (φ := fun _ : Fin 1 => ℝ) 0).comp
    ((ContinuousLinearMap.proj (R := ℝ) (φ := fun _ : Fin 1 => Fin 1 → ℝ) 0).comp
      (ContinuousLinearMap.fst ℝ (Fin 1 → Fin 1 → ℝ) ℝ))
```

The second reads off the strain, and `toyGrad` combines them with the partial derivatives \(2xc\) and \(c^2\).

```lean
/-- The total derivative of the energy `x C²` at the orbital `toyC x`. -/
def toyGrad (x : ℝ) : ((Fin 1 → Fin 1 → ℝ) × ℝ) →L[ℝ] ℝ :=
  (2 * x * toyC x 0 0) • toyCoef +
    (toyC x 0 0 * toyC x 0 0) • ContinuousLinearMap.snd ℝ (Fin 1 → Fin 1 → ℝ) ℝ
```

The last theorem verifies the differentiability, orthonormality and stationarity hypotheses of `stress_formula` for this model; the symmetry of `q` and `Λ` is automatic for one-by-one matrices. The auxiliary result `hform` reduces the overlap to multiplication by \(\cosh^2t\). The five parts then follow from the product rule for the energy, the derivatives of `sinh` and of `1 / cosh`, and cancellation of nonzero powers of `cosh`.

```lean
/-- The one-orbital model with energy `x C²`, `q = 1` and multiplier `x / cosh² x` meets the
differentiability, orthonormality and stationarity conditions of the stress formula. -/
theorem stress_formula_witness (x : ℝ) :
    HasFDerivAt (fun z : (Fin 1 → Fin 1 → ℝ) × ℝ => z.2 * (z.1 0 0 * z.1 0 0))
      (toyGrad x) (toyC x, x) ∧
    (∀ i a, HasDerivAt (fun t => toyB t i a) (Real.cosh x) x) ∧
    HasDerivAt toyC (fun _ _ => -Real.sinh x / Real.cosh x ^ 2) x ∧
    (∀ t i j, toyC t i ⬝ᵥ (overlap (1 : Matrix (Fin 1) (Fin 1) ℝ) (toyB t) *ᵥ toyC t j)
      = (1 : Matrix (Fin 1) (Fin 1) ℝ) i j) ∧
    (∀ d, toyGrad x (d, 0) = 2 * ∑ i : Fin 1, ∑ j : Fin 1, x / Real.cosh x ^ 2 *
      (d i ⬝ᵥ (overlap (1 : Matrix (Fin 1) (Fin 1) ℝ) (toyB x) *ᵥ toyC x j))) := by
  have hne : ∀ t, Real.cosh t ≠ 0 := fun t => (Real.cosh_pos t).ne'
  -- here the overlap matrix is the number cosh²
  have hform : ∀ (t : ℝ) (u v : Fin 1 → ℝ),
      u ⬝ᵥ (overlap (1 : Matrix (Fin 1) (Fin 1) ℝ) (toyB t) *ᵥ v)
        = Real.cosh t ^ 2 * (u 0 * v 0) := by
    intro t u v
    rw [overlap_form, Matrix.one_mulVec, Real.cosh_sq]
    simp only [toyB, Matrix.mulVec, dotProduct, Matrix.transpose_apply, Fin.sum_univ_one]
    ring
  refine ⟨?_, fun i a => Real.hasDerivAt_sinh x, ?_, ?_, ?_⟩
  · have h1 : HasFDerivAt (fun z : (Fin 1 → Fin 1 → ℝ) × ℝ => z.1 0 0) toyCoef
        (toyC x, x) := toyCoef.hasFDerivAt
    have h2 : HasFDerivAt (fun z : (Fin 1 → Fin 1 → ℝ) × ℝ => z.2)
        (ContinuousLinearMap.snd ℝ (Fin 1 → Fin 1 → ℝ) ℝ) (toyC x, x) := hasFDerivAt_snd
    refine HasFDerivAt.congr_fderiv (h2.mul (h1.mul h1)) ?_
    refine ContinuousLinearMap.ext fun z => ?_
    change x * (toyC x 0 0 * toyCoef z + toyC x 0 0 * toyCoef z)
      + (toyC x 0 0 * toyC x 0 0) * z.2
      = (2 * x * toyC x 0 0) * toyCoef z + (toyC x 0 0 * toyC x 0 0) * z.2
    ring
  · refine hasDerivAt_pi.2 fun i => hasDerivAt_pi.2 fun j => ?_
    exact (Real.hasDerivAt_cosh x).inv (hne x)
  · intro t i j
    have h := hne t
    rw [hform, Subsingleton.elim i j, Matrix.one_apply_eq]
    simp only [toyC]
    field_simp
  · intro d
    have h := hne x
    have hL : toyGrad x (d, 0) = 2 * x * toyC x 0 0 * d 0 0 := by
      change (2 * x * toyC x 0 0) * d 0 0 + (toyC x 0 0 * toyC x 0 0) * 0 = _
      ring
    rw [hL]
    simp only [Fin.sum_univ_one, hform]
    field_simp

end

end UltrasoftStress
```

```lean
#print axioms UltrasoftStress.stress_formula
#print axioms UltrasoftStress.stress_formula_diagonal
```

```
'UltrasoftStress.stress_formula' depends on axioms: [propext, Classical.choice, Quot.sound]
'UltrasoftStress.stress_formula_diagonal' depends on axioms: [propext, Classical.choice, Quot.sound]
```
